# Slater determinants and their time reverses: orthogonal for odd N, equal up to a phase for a time-reversal-invariant occupied space

Take one electron in orbital $u$, and let $T$ be time reversal: antiunitary, so $\langle Tx,Ty\rangle=\langle y,x\rangle$, with $T^2=-1$, as for half-odd-integer spin. Putting $x=Tu$ and $y=u$ gives

$$\langle u,Tu\rangle=\langle T(Tu),Tu\rangle=-\langle u,Tu\rangle ,$$

so the electron's state is orthogonal to its time reverse. If spin up and spin down are both filled in the same real spatial orbital, however, time reversal only exchanges the occupied spin-orbitals, up to a sign. For $N$ electrons in a single Slater determinant, when is the time-reversed state orthogonal to the original, and when is it the same state?

In mean-field electronic structure with even $N$, the modulus of this overlap tests a determinant of orthonormal orbitals for time-reversal symmetry: it is one if the state is invariant up to a phase, and smaller if the symmetry is broken. For odd $N$ the overlap is always zero and gives no such test.

```lean
import Mathlib

open Matrix ComplexConjugate

namespace TimeReversedSlater

noncomputable section
```

The one-particle space is $\mathbb C^\iota$, where the finite set $\iota$ labels an orthonormal basis of spin-orbitals. Inner products are conjugate-linear in the first argument.

```lean
/-- The one-particle space with orthonormal basis labelled by `ι`. -/
abbrev Orbital (ι : Type*) := EuclideanSpace ℂ ι
```

The arrow `→ₛₗ[starRingEnd ℂ]` denotes a conjugate-linear map. `IsTimeReversal` adds the two properties used above; no Hamiltonian enters. The orbitals are $u_a$ with $a=0,\dots,N-1$.

```lean
variable {ι : Type*} [Fintype ι] {N : ℕ}
  {T : Orbital ι →ₛₗ[starRingEnd ℂ] Orbital ι} {u : Fin N → Orbital ι}

/-- A conjugate-linear map `T` is a fermionic time reversal if it is antiunitary and `T² = -1`. -/
structure IsTimeReversal (T : Orbital ι →ₛₗ[starRingEnd ℂ] Orbital ι) : Prop where
  antiunitary : ∀ x y, inner ℂ (T x) (T y) = inner ℂ y x
  sq_eq_neg : ∀ x, T (T x) = -x
```

The amplitude $\Phi_u(x)$ has particle $a$ in basis state $x_a$:

$$\Phi_u(x)=\frac{1}{\sqrt{N!}}\det\big[u_b(x_a)\big]_{ab}.$$

```lean
/-- The amplitude of the Slater determinant of the orbitals `u` when particle `a` is in
basis state `x a`. -/
def slater (u : Fin N → Orbital ι) (x : Fin N → ι) : ℂ :=
  (Matrix.of fun a b => u b (x a)).det / ((√(N.factorial : ℝ) : ℝ) : ℂ)
```

The overlap $\langle\Phi,\Psi\rangle=\sum_x\Phi(x)^*\Psi(x)$ runs over all assignments of particles to basis states.

```lean
/-- The inner product of two `N`-particle wavefunctions. -/
def overlap (Φ Ψ : (Fin N → ι) → ℂ) : ℂ := ∑ x, conj (Φ x) * Ψ x
```

Let $w_{ab}=\langle u_a,Tu_b\rangle$. Its Lean name, `pairing`, has nothing to do with superconductivity.

```lean
/-- The matrix `w_ab = ⟨u_a, T u_b⟩` between orbitals and time-reversed orbitals. -/
def pairing (T : Orbital ι →ₛₗ[starRingEnd ℂ] Orbital ι) (u : Fin N → Orbital ι) :
    Matrix (Fin N) (Fin N) ℂ := Matrix.of fun a b => inner ℂ (u a) (T (u b))
```

The time-reversed determinant is written directly as $\Phi_{Tu}$, built from the orbitals $Tu_b$. Identifying it with the many-body time reverse of $\Phi_u$ is the physical step left to the reader: many-body time reversal applies $T$ to every particle.

## (a) The overlap of two determinants

For arbitrary orbitals $u_a$ and $v_b$, show that

$$\langle\Phi_u,\Phi_v\rangle=\det M,\qquad M_{ab}=\langle u_a,v_b\rangle .$$

**Solution.** Expand both determinants over permutations $\sigma,\tau$. The sum over $x$ factorises particle by particle:

$$\langle\Phi_u,\Phi_v\rangle=\frac1{N!}\sum_{\sigma,\tau}\operatorname{sgn}\sigma\,\operatorname{sgn}\tau\prod_a M_{\sigma(a)\tau(a)} .$$

At fixed $\sigma$, the $\tau$ sum is the determinant of $M$ with permuted rows, $\operatorname{sgn}\sigma\,\det M$. The signs square to one, and the $N!$ equal terms cancel the prefactor.

In the proof, `hprod` is the factorisation, `hσ` the row permutation and `key` the sum over $\sigma$.

```lean
/-- The overlap of two Slater determinants is the determinant of the overlaps of their
orbitals. -/
theorem slater_overlap (u v : Fin N → Orbital ι) :
    overlap (slater u) (slater v) = (Matrix.of fun a b => inner ℂ (u a) (v b)).det := by
  obtain ⟨M, hM⟩ : ∃ M : Matrix (Fin N) (Fin N) ℂ,
      M = Matrix.of fun a b => inner ℂ (u a) (v b) := ⟨_, rfl⟩
  rw [← hM]
  have hdet : ∀ A : Matrix (Fin N) (Fin N) ℂ, A.det
      = ∑ τ : Equiv.Perm (Fin N), ((Equiv.Perm.sign τ : ℤ) : ℂ) * ∏ a, A a (τ a) := by
    intro A
    rw [← Matrix.det_transpose, Matrix.det_apply']
    simp only [Matrix.transpose_apply]
  -- one permutation of the first determinant against the whole second determinant
  have hσ : ∀ σ : Equiv.Perm (Fin N),
      ∑ x : Fin N → ι, (∏ a, conj (u (σ a) (x a))) * (Matrix.of fun a b => v b (x a)).det
        = ((Equiv.Perm.sign σ : ℤ) : ℂ) * M.det := by
    intro σ
    have hprod : ∀ τ : Equiv.Perm (Fin N),
        ∑ x : Fin N → ι, (∏ a, conj (u (σ a) (x a))) * ∏ a, v (τ a) (x a)
          = ∏ a, M (σ a) (τ a) := by
      intro τ
      have hMe : ∀ a, M (σ a) (τ a) = ∑ j, conj (u (σ a) j) * v (τ a) j := fun a => by
        simp [hM, PiLp.inner_apply, mul_comm]
      simp_rw [hMe, ← Finset.prod_mul_distrib]
      rw [Finset.prod_univ_sum, Fintype.piFinset_univ]
    rw [← Matrix.det_permute σ M]
    simp only [hdet, Matrix.submatrix_apply, Matrix.of_apply, id_eq, Finset.mul_sum]
    rw [Finset.sum_comm]
    refine Finset.sum_congr rfl fun τ _ => ?_
    rw [← hprod τ, Finset.mul_sum]
    exact Finset.sum_congr rfl fun x _ => mul_left_comm _ _ _
  have key : ∑ x : Fin N → ι, conj (Matrix.of fun a b => u b (x a)).det
      * (Matrix.of fun a b => v b (x a)).det = (N.factorial : ℂ) * M.det := by
    have hexp : ∀ x : Fin N → ι, conj (Matrix.of fun a b => u b (x a)).det
        = ∑ σ : Equiv.Perm (Fin N),
          ((Equiv.Perm.sign σ : ℤ) : ℂ) * ∏ a, conj (u (σ a) (x a)) := by
      intro x
      rw [hdet]
      simp only [map_sum, map_mul, map_prod, map_intCast, Matrix.of_apply]
    simp_rw [hexp, Finset.sum_mul]
    rw [Finset.sum_comm]
    have hterm : ∀ σ : Equiv.Perm (Fin N), ∑ x : Fin N → ι,
        ((Equiv.Perm.sign σ : ℤ) : ℂ) * (∏ a, conj (u (σ a) (x a)))
          * (Matrix.of fun a b => v b (x a)).det = M.det := by
      intro σ
      have hs : ((Equiv.Perm.sign σ : ℤ) : ℂ) * ((Equiv.Perm.sign σ : ℤ) : ℂ) = 1 := by
        rw [← Int.cast_mul, ← Units.val_mul, Int.units_mul_self, Units.val_one, Int.cast_one]
      simp_rw [mul_assoc]
      rw [← Finset.mul_sum, hσ, ← mul_assoc, hs, one_mul]
    rw [Finset.sum_congr rfl fun σ _ => hterm σ, Finset.sum_const, Finset.card_univ,
      Fintype.card_perm, Fintype.card_fin, nsmul_eq_mul]
  have hs : ((√(N.factorial : ℝ) : ℝ) : ℂ) * ((√(N.factorial : ℝ) : ℝ) : ℂ)
      = (N.factorial : ℂ) := by
    rw [← Complex.ofReal_mul, Real.mul_self_sqrt (Nat.cast_nonneg _), Complex.ofReal_natCast]
  have hN : (N.factorial : ℂ) ≠ 0 := Nat.cast_ne_zero.mpr N.factorial_ne_zero
  unfold overlap slater
  simp_rw [map_div₀, Complex.conj_ofReal, div_mul_div_comm, hs]
  rw [← Finset.sum_div, key, mul_div_cancel_left₀ _ hN]
```

## (b) The symmetry of w

Show that $w^{\mathsf T}=-w$.

**Solution.** Put $x=Tu_a$ and $y=u_b$ in the antiunitarity relation:

$$w_{ba}=\langle u_b,Tu_a\rangle=\langle T(Tu_a),Tu_b\rangle=-\langle u_a,Tu_b\rangle=-w_{ab}.$$

The Lean proof makes the same substitution in `hT.antiunitary`.

```lean
/-- For a fermionic time reversal the matrix `w` is antisymmetric. -/
theorem pairing_antisymm (hT : IsTimeReversal T) (u : Fin N → Orbital ι) :
    (pairing T u)ᵀ = -pairing T u := by
  ext a b
  have h := hT.antiunitary (T (u a)) (u b)
  rw [hT.sq_eq_neg, inner_neg_left] at h
  exact h.symm
```

## (c) An odd number of electrons

For odd $N$, show that $\langle\Phi_u,\Phi_{Tu}\rangle=0$.

**Solution.** By (a) the overlap is $\det w$, and by (b)

$$\det w=\det w^{\mathsf T}=\det(-w)=(-1)^N\det w=-\det w .$$

The orbitals need not be orthonormal. The final `linear_combination` divides $2\det w=0$ by two.

```lean
/-- Under a fermionic time reversal, a Slater determinant of an odd number of orbitals is orthogonal
to its time reverse. -/
theorem overlap_eq_zero_of_odd (hT : IsTimeReversal T) (u : Fin N → Orbital ι) (hN : Odd N) :
    overlap (slater u) (slater fun b => T (u b)) = 0 := by
  rw [slater_overlap]
  change (pairing T u).det = 0
  have h := congrArg Matrix.det (pairing_antisymm hT u)
  rw [Matrix.det_transpose, Matrix.det_neg, Fintype.card_fin, hN.neg_one_pow] at h
  linear_combination h / 2
```

## (d) Replacing one orbital

Let the $v_a$ be orthonormal, and let $v'$ be the same list with $v_b$ replaced by any vector $r$. Show that

$$\langle\Phi_v,\Phi_{v'}\rangle=\langle v_b,r\rangle .$$

**Solution.** The matrix in (a) is the identity with column $b$ replaced by the entries $\langle v_a,r\rangle$. Subtracting multiples of the other columns clears this column except for its diagonal entry, $\langle v_b,r\rangle$, which is therefore the determinant. Lean evaluates the same determinant through Cramer's rule for the identity matrix.

```lean
/-- For orthonormal orbitals `v_a`, replacing `v_b` by `r` gives a Slater determinant whose overlap
with the original one is `⟨v_b, r⟩`. -/
theorem overlap_replace {v : Fin N → Orbital ι} (hv : Orthonormal ℂ v) (b : Fin N)
    (r : Orbital ι) :
    overlap (slater v) (slater (Function.update v b r)) = inner ℂ (v b) r := by
  have h : (Matrix.of fun a c => inner ℂ (v a) (Function.update v b r c))
      = (1 : Matrix (Fin N) (Fin N) ℂ).updateCol b (fun a => inner ℂ (v a) r) := by
    ext a c
    rw [Matrix.of_apply, Matrix.updateCol_apply]
    rcases eq_or_ne c b with rfl | hc
    · rw [if_pos rfl, Function.update_self]
    · rw [if_neg hc, Function.update_of_ne hc, orthonormal_iff_ite.mp hv, Matrix.one_apply]
  rw [slater_overlap, h, ← Matrix.cramer_apply, Matrix.cramer_one]
  rfl
```

## (e) Overlap of modulus one

Let $\Phi$ and $\Psi$ be normalised with $|\langle\Phi,\Psi\rangle|=1$. Show that $\Psi=c\,\Phi$ for some number $c$.

**Solution.** Take $c=\langle\Phi,\Psi\rangle$, so $|c|=1$. Then

$$\sum_x|\Psi(x)-c\,\Phi(x)|^2=1-|c|^2-|c|^2+|c|^2=0,$$

and every term vanishes. `hsum` is this expansion; `hreal` restates it as a sum of nonnegative real numbers.

```lean
/-- Two normalised wavefunctions whose overlap has modulus one are proportional. -/
theorem proportional_of_overlap {Φ Ψ : (Fin N → ι) → ℂ} (hΦ : overlap Φ Φ = 1)
    (hΨ : overlap Ψ Ψ = 1) (h : ‖overlap Φ Ψ‖ = 1) : ∃ c : ℂ, ∀ x, Ψ x = c * Φ x := by
  obtain ⟨c, hc⟩ : ∃ c, c = overlap Φ Ψ := ⟨_, rfl⟩
  have hcc : c * conj c = 1 := by
    rw [Complex.mul_conj, Complex.normSq_eq_norm_sq, hc, h, one_pow, Complex.ofReal_one]
  have hsym : overlap Ψ Φ = conj c := by
    rw [hc]
    simp only [overlap, map_sum, map_mul, Complex.conj_conj]
    exact Finset.sum_congr rfl fun x _ => mul_comm _ _
  -- the squared norm of `Ψ - c Φ` vanishes
  have hsum : ∑ x, conj (Ψ x - c * Φ x) * (Ψ x - c * Φ x) = 0 := by
    have e : ∑ x, conj (Ψ x - c * Φ x) * (Ψ x - c * Φ x) = overlap Ψ Ψ
        - c * overlap Ψ Φ - conj c * overlap Φ Ψ + conj c * c * overlap Φ Φ := by
      simp only [overlap, Finset.mul_sum, ← Finset.sum_sub_distrib, ← Finset.sum_add_distrib]
      refine Finset.sum_congr rfl fun x _ => ?_
      rw [map_sub, map_mul]
      ring
    rw [e, hΨ, hΦ, hsym, ← hc]
    linear_combination -hcc
  have hreal : ∑ x, Complex.normSq (Ψ x - c * Φ x) = 0 := by
    apply Complex.ofReal_injective
    rw [Complex.ofReal_sum, Complex.ofReal_zero, ← hsum]
    exact Finset.sum_congr rfl fun x _ => by rw [← Complex.mul_conj, mul_comm]
  refine ⟨c, fun x => sub_eq_zero.mp (Complex.normSq_eq_zero.mp ?_)⟩
  exact (Finset.sum_eq_zero_iff_of_nonneg fun x _ => Complex.normSq_nonneg _).mp hreal x
    (Finset.mem_univ x)
```

## (f) Invariance of the occupied space

Let the $u_a$ be orthonormal with span $V$. Show that

$$|\langle\Phi_u,\Phi_{Tu}\rangle|=1\iff TV\subseteq V .$$

**Solution.** Antiunitarity makes the $Tu_b$ orthonormal, so by (a) both determinants are normalised.

Suppose the overlap has modulus one. By (e), $\Phi_{Tu}=c\,\Phi_u$. Let

$$r=Tu_b-\sum_a w_{ab}u_a$$

be the part of $Tu_b$ outside $V$, so $\langle u_a,r\rangle=0$ for all $a$. Let $\Phi'$ be $\Phi_{Tu}$ with $Tu_b$ replaced by $r$. By (d),

$$\langle Tu_b,r\rangle=\langle\Phi_{Tu},\Phi'\rangle=c^*\langle\Phi_u,\Phi'\rangle=0,$$

because the overlap matrix of $\Phi_u$ with $\Phi'$ has a zero column. Thus $r$ is orthogonal to $Tu_b$ and to every $u_a$, hence to itself, and $r=0$. Each $Tu_b$ lies in $V$, and conjugate-linearity extends this to all of $V$.

Conversely, if $V$ is invariant, then $Tu_c=\sum_a w_{ac}u_a$ and

$$\delta_{bc}=\langle Tu_b,Tu_c\rangle=\sum_a w_{ab}^*w_{ac}=(w^\dagger w)_{bc}.$$

So $w$ is unitary and $|\det w|=1$.

In Lean, `hTr` is the orthogonality obtained from (d), `hrr` gives $\langle r,r\rangle=0$, and `hU` is the unitarity of $w$.

```lean
/-- For orthonormal orbitals, the overlap of the Slater determinant with its time reverse has
modulus one exactly when the occupied space is invariant under time reversal. -/
theorem norm_overlap_eq_one_iff (hT : IsTimeReversal T) (hu : Orthonormal ℂ u) :
    ‖overlap (slater u) (slater fun b => T (u b))‖ = 1 ↔
      ∀ x ∈ Submodule.span ℂ (Set.range u), T x ∈ Submodule.span ℂ (Set.range u) := by
  have hon := orthonormal_iff_ite.mp hu
  have hTon : ∀ i j, inner ℂ (T (u i)) (T (u j)) = if i = j then (1 : ℂ) else 0 := by
    intro i j
    rw [hT.antiunitary, hon]
    rcases eq_or_ne i j with rfl | h
    · rfl
    · rw [if_neg h, if_neg h.symm]
  have hv : Orthonormal ℂ (fun b => T (u b)) := orthonormal_iff_ite.mpr hTon
  have hnorm : ∀ v : Fin N → Orbital ι, Orthonormal ℂ v →
      overlap (slater v) (slater v) = 1 := by
    intro v h
    have e : (Matrix.of fun a b => inner ℂ (v a) (v b)) = (1 : Matrix (Fin N) (Fin N) ℂ) := by
      ext a b
      rw [Matrix.of_apply, orthonormal_iff_ite.mp h, Matrix.one_apply]
    rw [slater_overlap, e, Matrix.det_one]
  constructor
  · intro h
    obtain ⟨c, hc⟩ := proportional_of_overlap (hnorm u hu) (hnorm _ hv) h
    have hmem : ∀ b, T (u b) ∈ Submodule.span ℂ (Set.range u) := by
      intro b
      -- `r` is the part of `T u_b` outside the occupied space
      obtain ⟨r, hr⟩ : ∃ r, r = T (u b) - ∑ a, inner ℂ (u a) (T (u b)) • u a := ⟨_, rfl⟩
      have hur : ∀ a, inner ℂ (u a) r = 0 := fun a => by
        rw [hr, inner_sub_right]
        exact sub_eq_zero.mpr
          (hu.inner_right_fintype (fun a => inner ℂ (u a) (T (u b))) a).symm
      have hTr : inner ℂ (T (u b)) r = 0 := by
        refine (overlap_replace hv b r).symm.trans ?_
        have h0 : overlap (slater u)
            (slater (Function.update (fun b => T (u b)) b r)) = 0 := by
          rw [slater_overlap]
          refine Matrix.det_eq_zero_of_column_eq_zero b fun a => ?_
          rw [Matrix.of_apply, Function.update_self, hur]
        unfold overlap at h0 ⊢
        simp_rw [hc, map_mul, mul_assoc]
        rw [← Finset.mul_sum, h0, mul_zero]
      have hs : inner ℂ (∑ a, inner ℂ (u a) (T (u b)) • u a) r = 0 := by
        rw [sum_inner]
        exact Finset.sum_eq_zero fun a _ => by rw [inner_smul_left, hur, mul_zero]
      have hrr : inner ℂ r r = 0 := by
        calc inner ℂ r r = inner ℂ (T (u b) - ∑ a, inner ℂ (u a) (T (u b)) • u a) r := by
              rw [← hr]
          _ = 0 := by rw [inner_sub_left, hTr, hs, sub_zero]
      rw [inner_self_eq_zero.mp hrr] at hr
      rw [sub_eq_zero.mp hr.symm]
      exact Submodule.sum_mem _ fun a _ =>
        Submodule.smul_mem _ _ (Submodule.subset_span ⟨a, rfl⟩)
    have hspan : Submodule.span ℂ (Set.range u) ≤
        (Submodule.span ℂ (Set.range u)).comap T := by
      rw [Submodule.span_le]
      rintro _ ⟨b, rfl⟩
      exact hmem b
    exact fun x hx => hspan hx
  · intro h
    -- invariance makes `w` unitary
    have hU : (pairing T u)ᴴ * pairing T u = 1 := by
      ext b c
      obtain ⟨k, hk⟩ := (Submodule.mem_span_range_iff_exists_fun ℂ).mp
        (h (u c) (Submodule.subset_span ⟨c, rfl⟩))
      have hkc : ∀ a, inner ℂ (u a) (T (u c)) = k a := fun a => by
        rw [← hk]
        exact hu.inner_right_fintype k a
      have h1 : inner ℂ (T (u b)) (T (u c)) = ∑ a, k a * inner ℂ (T (u b)) (u a) := by
        rw [← hk, inner_sum]
        exact Finset.sum_congr rfl fun a _ => inner_smul_right _ _ _
      rw [Matrix.mul_apply, Matrix.one_apply, ← hTon b c, h1]
      refine Finset.sum_congr rfl fun a _ => ?_
      simp only [Matrix.conjTranspose_apply, pairing, Matrix.of_apply]
      rw [← starRingEnd_apply, inner_conj_symm, hkc, mul_comm]
    have hd := congrArg (fun A => ‖Matrix.det A‖) hU
    simp only [Matrix.det_mul, Matrix.det_conjTranspose, norm_mul, norm_star,
      Matrix.det_one, norm_one] at hd
    rw [slater_overlap]
    change ‖(pairing T u).det‖ = 1
    rcases mul_self_eq_one_iff.mp hd with h1 | h1
    · exact h1
    · linarith [norm_nonneg (pairing T u).det]
```

## (g) The dimension of an invariant occupied space

Under the assumptions of (f), show that $TV\subseteq V$ implies

$$N\equiv 0 \pmod 2 .$$

**Solution.** For odd $N$ the overlap would be zero by (c) and of modulus one by (f).

Here $N=\dim V$. Kramers degeneracy of energy levels follows when $V$ is an eigenspace of a time-reversal-invariant Hamiltonian; in the theorem, the invariance of $V$ is simply assumed.

```lean
/-- If the span of `N` orthonormal orbitals is invariant under a fermionic time reversal,
then `N` is even. -/
theorem even_of_invariant (hT : IsTimeReversal T) (hu : Orthonormal ℂ u)
    (h : ∀ x ∈ Submodule.span ℂ (Set.range u), T x ∈ Submodule.span ℂ (Set.range u)) :
    Even N := by
  by_contra hN
  have h1 := (norm_overlap_eq_one_iff hT hu).mpr h
  rw [overlap_eq_zero_of_odd hT u (Nat.not_even_iff_odd.mp hN), norm_zero] at h1
  exact zero_ne_one h1
```

## (h) One filled spin-1/2 pair

On $\mathbb C^2$ let $T(a,b)=(-b^*,a^*)$.

```lean
/-- Time reversal of one spin 1/2: `(a, b)` goes to `(-b*, a*)`. -/
def spinFlip : Orbital (Fin 2) →ₛₗ[starRingEnd ℂ] Orbital (Fin 2) where
  toFun v := !₂[-conj (v 1), conj (v 0)]
  map_add' x y := by ext i; fin_cases i <;> simp [add_comm]
  map_smul' c x := by ext i; fin_cases i <;> simp
```

Check that $T$ is a time reversal in the above sense, and that the orthonormal basis spinors $e_0,e_1$ give

$$\langle\Phi_e,\Phi_{Te}\rangle=1 .$$

**Solution.** Applying $T$ twice gives $(-a,-b)$, and $\langle Tx,Ty\rangle=x_1y_1^*+x_0y_0^*=\langle y,x\rangle$. Since $Te_0=e_1$ and $Te_1=-e_0$,

$$w=\begin{pmatrix}0&-1\\1&0\end{pmatrix},\qquad \det w=1 .$$

Lean checks the two properties by components and evaluates the $2\times2$ determinant after applying (a).

```lean
/-- The spin-1/2 map `spinFlip` is a fermionic time reversal, and the Slater determinant of the
two orthonormal basis spinors has overlap one with its time reverse. -/
theorem spinFlip_witness :
    IsTimeReversal spinFlip ∧
    Orthonormal ℂ (fun a : Fin 2 => (EuclideanSpace.single a 1 : Orbital (Fin 2))) ∧
    overlap (slater fun a : Fin 2 => (EuclideanSpace.single a 1 : Orbital (Fin 2)))
      (slater fun a : Fin 2 => spinFlip (EuclideanSpace.single a 1)) = 1 := by
  have hf : ∀ v, spinFlip v = !₂[-conj (v 1), conj (v 0)] := fun _ => rfl
  refine ⟨⟨fun x y => ?_, fun x => ?_⟩, EuclideanSpace.orthonormal_single, ?_⟩
  · simp [hf, PiLp.inner_apply, Fin.sum_univ_two]
    ring
  · ext i
    fin_cases i <;> simp [hf]
  · rw [slater_overlap, Matrix.det_fin_two]
    simp [hf, PiLp.inner_apply]

end

end TimeReversedSlater
```

```lean
#print axioms TimeReversedSlater.norm_overlap_eq_one_iff
#print axioms TimeReversedSlater.even_of_invariant
```

```
'TimeReversedSlater.norm_overlap_eq_one_iff' depends on axioms: [propext, Classical.choice, Quot.sound]
'TimeReversedSlater.even_of_invariant' depends on axioms: [propext, Classical.choice, Quot.sound]
```
